# Short-range exchange removes a vanishing share of the self-repulsion of an orbital spread evenly over a long chain

An orbital enters here only through its density: spread evenly over $L$ sites, it puts $\rho_i = 1/L$ on each site $i = 0,\dots,L-1$. The bare repulsion at distance $d$ is taken as $1/(1+d)$, a lattice Coulomb law that stays finite on site. For a single electron, full exchange cancels the self-repulsion exactly, so exchange with another kernel $K$ cancels the share

$$\text{share}_K(L) = \frac{\sum_{i,j<L}\rho_i\rho_j K(|i-j|)}{\sum_{i,j<L}\rho_i\rho_j/(1+|i-j|)}.$$

Exchange counts as short-range here if $K$ is summable over distances, as with exponential screening; $K$ may change sign. Screening by a dielectric constant $\varepsilon$ leaves a tail $1/(\varepsilon d)$, which is not summable; it belongs to the section on keeping a fraction of bare exchange, with the fraction $1/\varepsilon$. The density is fixed, not optimised, and the chain is one-dimensional, which is where the logarithm below comes from.

```lean
import Mathlib

open Filter Topology

namespace ScreenedExchangeShare

noncomputable section
```

## Energies and their quotient

The self-repulsion is the double sum above. A prefactor $1/2$ would cancel in the share and is left out. The subtraction is done in the integers, so `natAbs` gives the true distance.

```lean
/-- Self-repulsion, without the prefactor `1/2`, of a density `ρ` on a chain of `L` sites, for an
interaction `K` that depends on the distance between sites. -/
def selfRepulsion (K ρ : ℕ → ℝ) (L : ℕ) : ℝ :=
  ∑ i ∈ Finset.range L, ∑ j ∈ Finset.range L, ρ i * ρ j * K ((i : ℤ) - (j : ℤ)).natAbs
```

The bare kernel is `coulomb`.

```lean
/-- The bare long-range interaction `1 / (1 + d)` between sites at distance `d`. -/
def coulomb (d : ℕ) : ℝ := 1 / (1 + (d : ℝ))
```

An example of a screened kernel is $e^{-\mu d}/(1+d)$, with $\mu$ the site spacing divided by the screening length.

```lean
/-- The exponentially screened interaction `exp (-μ d) / (1 + d)`. -/
def yukawa (μ : ℝ) (d : ℕ) : ℝ := Real.exp (-μ * d) / (1 + (d : ℝ))
```

The share is the quotient of two energies of the same density.

```lean
/-- For an orbital spread evenly over `L ≥ 1` sites, the self-repulsion computed with the
exchange kernel `K` as a share of the bare self-repulsion. -/
def exchangeShare (K : ℕ → ℝ) (L : ℕ) : ℝ :=
  selfRepulsion K (fun _ => 1 / (L : ℝ)) L / selfRepulsion coulomb (fun _ => 1 / (L : ℝ)) L
```

Without the density factors, what remains is the pair sum $S_K(L)=\sum_{i,j<L}K(|i-j|)$.

```lean
/-- The interaction `K` summed over all ordered pairs of sites of a chain of length `L`. -/
def pairSum (K : ℕ → ℝ) (L : ℕ) : ℝ :=
  ∑ i ∈ Finset.range L, ∑ j ∈ Finset.range L, K ((i : ℤ) - (j : ℤ)).natAbs
```

Both energies carry the factor $1/L^2$, so for $L\ge1$ the share is $S_K(L)/S_c(L)$, where $c$ denotes the bare kernel.

```lean
/-- On a chain with at least one site, the exchange share of the evenly spread orbital is the
quotient of the two pair sums. -/
theorem exchangeShare_eq (K : ℕ → ℝ) {L : ℕ} (hL : 0 < L) :
    exchangeShare K L = pairSum K L / pairSum coulomb L := by
  have h : ∀ (F : ℕ → ℝ) (c : ℝ), selfRepulsion F (fun _ => c) L = c * c * pairSum F L := by
    intro F c
    simp only [selfRepulsion, pairSum, Finset.mul_sum]
  have hL' : (L : ℝ) ≠ 0 := by exact_mod_cast hL.ne'
  have hc : 1 / (L : ℝ) ≠ 0 := one_div_ne_zero hL'
  unfold exchangeShare
  rw [h, h, mul_div_mul_left _ _ (mul_ne_zero hc hc)]
```

## Growing the chain by one site

A new site $L$ interacts with itself and, in both orders, with old sites at distances $L,\dots,1$:

$$S_K(L+1)=S_K(L)+K(0)+2\sum_{d=0}^{L-1}K(d+1).$$

In the proof, `h1` reverses the order of the distances and `h2` uses the symmetry of $|i-j|$.

```lean
/-- Adding one site to a chain of `L` sites adds its on-site term and twice its interaction with
the sites at distances `1` to `L`. -/
theorem pairSum_succ (K : ℕ → ℝ) (L : ℕ) :
    pairSum K (L + 1) = pairSum K L + (K 0 + 2 * ∑ d ∈ Finset.range L, K (d + 1)) := by
  -- the new site sees the old ones at distances L, ..., 1
  have h1 : ∑ i ∈ Finset.range L, K ((i : ℤ) - (L : ℤ)).natAbs
      = ∑ d ∈ Finset.range L, K (d + 1) := by
    rw [← Finset.sum_range_reflect (fun d => K (d + 1)) L]
    refine Finset.sum_congr rfl fun i hi => ?_
    have hi' := Finset.mem_range.mp hi
    have e : ((i : ℤ) - (L : ℤ)).natAbs = L - 1 - i + 1 := by omega
    simp only [e]
  have h2 : ∑ i ∈ Finset.range L, K ((L : ℤ) - (i : ℤ)).natAbs
      = ∑ d ∈ Finset.range L, K (d + 1) := by
    rw [← h1]
    refine Finset.sum_congr rfl fun i _ => ?_
    have e : ((L : ℤ) - (i : ℤ)).natAbs = ((i : ℤ) - (L : ℤ)).natAbs := by omega
    rw [e]
  unfold pairSum
  simp only [Finset.sum_range_succ, Finset.sum_add_distrib, h1, h2, sub_self, Int.natAbs_zero]
  ring
```

For the bare kernel, $\sum_{d=0}^{L-1}\frac1{d+2}=H_{L+1}-1$ with $H_L=\sum_{k=1}^L 1/k$, so the increment is $2H_{L+1}-1$. Induction then gives

$$S_c(L)=2(L+1)H_L-3L,$$

because $H_L=H_{L+1}-\frac1{L+1}$ makes the right-hand side grow by the same amount.

For $L=3$ the direct count is $3+4\cdot\frac12+2\cdot\frac13=\frac{17}3$, and the formula gives $8\cdot\frac{11}6-9=\frac{17}3$. A purely on-site kernel with $K(0)=1$ has $S_K(3)=3$, hence a share of $9/17\approx0.53$. Times $\ln3$ this is about $0.58$; the limit for large $L$ will be $1/2$.

```lean
/-- The bare pair sum of a chain of `L` sites is exactly `2 (L + 1) H - 3 L`, with `H` the
`L`-th harmonic number. -/
theorem pairSum_coulomb (L : ℕ) :
    pairSum coulomb L = 2 * ((L : ℝ) + 1) * (harmonic L : ℝ) - 3 * L := by
  have hs : ∀ n : ℕ, ∑ d ∈ Finset.range n, coulomb (d + 1) = (harmonic (n + 1) : ℝ) - 1 := by
    intro n
    induction n with
    | zero => simp [harmonic]
    | succ n ih =>
      rw [Finset.sum_range_succ, ih, harmonic_succ (n + 1)]
      simp only [coulomb]
      push_cast
      ring
  have h0 : coulomb 0 = 1 := by simp [coulomb]
  induction L with
  | zero => simp [pairSum]
  | succ n ih =>
    have hn : (n : ℝ) + 1 ≠ 0 := by positivity
    rw [pairSum_succ, ih, hs, h0, harmonic_succ n]
    push_cast
    field_simp
    ring
```

## Logarithmic growth of the bare pair sum per site

The limit $\ln L\to\infty$ is used in two proofs below: for the growth of the bare pair sum and for the vanishing of the share.

```lean
/-- The logarithm of the chain length grows without bound. -/
theorem tendsto_log_length : Tendsto (fun L : ℕ => Real.log (L : ℝ)) atTop atTop :=
  Real.tendsto_log_atTop.comp tendsto_natCast_atTop_atTop
```

For $L\ge2$,

$$\frac{S_c(L)}{L\ln L}=2\Bigl(1+\frac1L\Bigr)\Bigl(1+\frac{H_L-\ln L}{\ln L}\Bigr)-\frac3{\ln L}\longrightarrow 2,$$

since $H_L-\ln L$ converges. The bare self-repulsion of the orbital, $S_c(L)/L^2$, therefore falls as $2\ln L/L$.

```lean
/-- The bare pair sum of a long chain grows as `2 L ln L`. -/
theorem pairSum_coulomb_asymptotic :
    Tendsto (fun L : ℕ => pairSum coulomb L / (L * Real.log L)) atTop (𝓝 2) := by
  have h1 := Real.tendsto_harmonic_sub_log.div_atTop tendsto_log_length
  have h2 : Tendsto (fun L : ℕ => (3 : ℝ) / Real.log L) atTop (𝓝 0) :=
    tendsto_const_nhds.div_atTop tendsto_log_length
  have h3 : Tendsto (fun L : ℕ => (1 : ℝ) / (L : ℝ)) atTop (𝓝 0) :=
    tendsto_const_nhds.div_atTop tendsto_natCast_atTop_atTop
  have h := (((h3.const_add 1).mul (h1.const_add 1)).const_mul 2).sub h2
  rw [show (2 : ℝ) * ((1 + 0) * (1 + 0)) - 0 = 2 by norm_num] at h
  refine h.congr' ?_
  filter_upwards [eventually_gt_atTop 1] with L hL
  have hL1 : (1 : ℝ) < L := by exact_mod_cast hL
  have hL0 : (L : ℝ) ≠ 0 := by positivity
  have hl : Real.log (L : ℝ) ≠ 0 := (Real.log_pos hL1).ne'
  rw [pairSum_coulomb]
  field_simp
  ring
```

## The limit for a summable kernel

Summing the increments gives $S_K(L)=\sum_{n<L}s_n$ with $s_n=K(0)+2\sum_{d<n}K(d+1)$. Summability makes $s_n$ converge, and its averages $S_K(L)/L$ have the same limit (`cesaro`). Therefore, for $L\ge2$ and then $L\to\infty$,

$$\text{share}_K(L)\,\ln L=\frac{S_K(L)/L}{S_c(L)/(L\ln L)}\longrightarrow\frac{K(0)}2+\sum_{d\ge1}K(d).$$

Lean writes the last sum as `∑' d, K (d + 1)`, with $d$ starting at zero. Decay of $K$ to zero would not suffice: the bare kernel decays, yet its share is always 1.

The same averaging compares two summable kernels $K$ and $M$: $S_K(L)/S_M(L)$ tends to the quotient of $K(0)+2\sum_{d\ge1}K(d)$ and the corresponding constant of $M$, if the latter is nonzero. Against a screened reference, the share need not vanish.

```lean
/-- For a summable exchange kernel `K` and an evenly spread orbital, the exchange share times
`ln L` tends to `K 0 / 2` plus the sum of `K` over all distances `d ≥ 1`. -/
theorem exchangeShare_mul_log {K : ℕ → ℝ} (hK : Summable K) :
    Tendsto (fun L : ℕ => exchangeShare K L * Real.log L) atTop
      (𝓝 (K 0 / 2 + ∑' d, K (d + 1))) := by
  -- the increments of the pair sum converge, hence so do their averages
  have h := ((((summable_nat_add_iff 1).2 hK).hasSum.tendsto_sum_nat.const_mul 2).const_add
    (K 0)).cesaro
  have hsum : ∀ L : ℕ, pairSum K L
      = ∑ n ∈ Finset.range L, (K 0 + 2 * ∑ d ∈ Finset.range n, K (d + 1)) := by
    intro L
    induction L with
    | zero => simp [pairSum]
    | succ n ih => rw [pairSum_succ, ih, Finset.sum_range_succ]
  simp only [← hsum] at h
  -- divide by the logarithmic growth of the bare pair sum
  have hq := h.div pairSum_coulomb_asymptotic two_ne_zero
  rw [show (K 0 + 2 * ∑' d, K (d + 1)) / 2 = K 0 / 2 + ∑' d, K (d + 1) by ring] at hq
  refine hq.congr' ?_
  filter_upwards [eventually_gt_atTop 0] with L hL
  have hL0 : (L : ℝ) ≠ 0 := by exact_mod_cast hL.ne'
  have e : (L : ℝ)⁻¹ * pairSum K L * (L * Real.log L) = pairSum K L * Real.log L := by
    field_simp
  show (L : ℝ)⁻¹ * pairSum K L / (pairSum coulomb L / (L * Real.log L))
    = exchangeShare K L * Real.log L
  rw [exchangeShare_eq K hL, div_div_eq_mul_div, e]
  ring
```

Dividing by $\ln L$ sends the share itself to zero. In this one-dimensional, fixed-density model, the share of the self-repulsion of an evenly spread electron that the short-range exchange term of a screened hybrid functional cancels thus tends to zero as the chain grows. The decay can be slow: the purely on-site kernel with $K(0)=1$ still cancels about 8 % at $L=1000$. Whatever the semilocal part of the functional cancels is not counted here.

```lean
/-- For a summable exchange kernel, the exchange share of an evenly spread orbital vanishes as
the chain grows. -/
theorem exchangeShare_tendsto_zero {K : ℕ → ℝ} (hK : Summable K) :
    Tendsto (exchangeShare K) atTop (𝓝 0) := by
  refine ((exchangeShare_mul_log hK).div_atTop tendsto_log_length).congr' ?_
  filter_upwards [eventually_gt_atTop 1] with L hL
  have hL1 : (1 : ℝ) < L := by exact_mod_cast hL
  exact mul_div_cancel_right₀ _ (Real.log_pos hL1).ne'
```

## Keeping a fraction of bare exchange

For the kernel $a/(1+d)+K(d)$, with $a$ the fraction of unscreened exchange, linearity gives a share of $a+\text{share}_K(L)$ for $L\ge1$, which tends to $a$. The proof cancels $S_c(L)$ after showing that it is positive.

```lean
/-- If the exchange kernel is a fraction `a` of the bare interaction plus a summable part, the
exchange share of an evenly spread orbital tends to `a`. -/
theorem hybridShare_tendsto {K : ℕ → ℝ} (hK : Summable K) (a : ℝ) :
    Tendsto (exchangeShare (fun d => a * coulomb d + K d)) atTop (𝓝 a) := by
  have h := (exchangeShare_tendsto_zero hK).const_add a
  rw [add_zero] at h
  refine h.congr' ?_
  filter_upwards [eventually_gt_atTop 0] with L hL
  have hne : (Finset.range L).Nonempty := ⟨0, Finset.mem_range.2 hL⟩
  have hpos : 0 < pairSum coulomb L :=
    Finset.sum_pos (fun i _ => Finset.sum_pos
      (fun j _ => by unfold coulomb; positivity) hne) hne
  have hadd : pairSum (fun d => a * coulomb d + K d) L
      = a * pairSum coulomb L + pairSum K L := by
    simp only [pairSum, Finset.sum_add_distrib, Finset.mul_sum]
  rw [exchangeShare_eq _ hL, exchangeShare_eq _ hL, hadd, add_div,
    mul_div_cancel_right₀ _ hpos.ne']
```

## The constant for exponential screening

Let $\mu>0$ and $x=e^{-\mu}<1$. The logarithmic series gives

$$\sum_{d\ge0}\frac{x^d}{1+d}=-\frac{\ln(1-x)}x.$$

The on-site term is 1 and enters the limit with weight $1/2$, so the constant is this sum minus $1/2$.

```lean
/-- For exponential screening with `μ > 0`, the exchange share of an evenly spread orbital times
`ln L` tends to `-ln (1 - exp (-μ)) / exp (-μ) - 1/2`. -/
theorem yukawaShare_mul_log {μ : ℝ} (hμ : 0 < μ) :
    Tendsto (fun L : ℕ => exchangeShare (yukawa μ) L * Real.log L) atTop
      (𝓝 (-Real.log (1 - Real.exp (-μ)) / Real.exp (-μ) - 1 / 2)) := by
  have hx0 : 0 < Real.exp (-μ) := Real.exp_pos _
  have hx1 : |Real.exp (-μ)| < 1 := by
    rw [abs_of_pos hx0]
    exact Real.exp_lt_one_iff.2 (by linarith)
  -- the kernel values are the terms of the logarithmic series divided by its argument
  have hf : yukawa μ
      = fun d : ℕ => Real.exp (-μ) ^ (d + 1) / ((d : ℝ) + 1) / Real.exp (-μ) := by
    funext d
    have e : Real.exp (-μ * d) = Real.exp (-μ) ^ d := by
      rw [← Real.exp_nat_mul]
      congr 1
      ring
    simp only [yukawa, e, pow_succ]
    rw [add_comm (1 : ℝ), div_right_comm, mul_div_cancel_right₀ _ hx0.ne']
  have hK : HasSum (yukawa μ) (-Real.log (1 - Real.exp (-μ)) / Real.exp (-μ)) := by
    rw [hf]
    exact (Real.hasSum_pow_div_log_of_abs_lt_one hx1).div_const _
  have h0 : yukawa μ 0 = 1 := by simp [yukawa]
  have ht := hK.summable.tsum_eq_zero_add
  rw [hK.tsum_eq, h0] at ht
  have e : -Real.log (1 - Real.exp (-μ)) / Real.exp (-μ) - 1 / 2
      = yukawa μ 0 / 2 + ∑' d, yukawa μ (d + 1) := by
    rw [h0, ht]
    ring
  rw [e]
  exact exchangeShare_mul_log hK.summable

end

end ScreenedExchangeShare
```

```lean
#print axioms ScreenedExchangeShare.exchangeShare_tendsto_zero
#print axioms ScreenedExchangeShare.hybridShare_tendsto
#print axioms ScreenedExchangeShare.yukawaShare_mul_log
```

```
'ScreenedExchangeShare.exchangeShare_tendsto_zero' depends on axioms: [propext, Classical.choice, Quot.sound]
'ScreenedExchangeShare.hybridShare_tendsto' depends on axioms: [propext, Classical.choice, Quot.sound]
'ScreenedExchangeShare.yukawaShare_mul_log' depends on axioms: [propext, Classical.choice, Quot.sound]
```
